# Lattice parameter and residual strain energy of a harmonic solid solution with one shared lattice parameter

Mix two lanthanide compounds of the same cubic structure in equal amounts. Compound 1 alone would have lattice parameter $r_1$, compound 2 alone $r_2$, but the mixed crystal has a single lattice parameter $a$. Let compound 1 be three times as stiff, with stiffnesses $3K$ and $K$. The strain energy per formula unit is

$$E(a)=\tfrac12\cdot\tfrac{3K}{2}(a-r_1)^2+\tfrac12\cdot\tfrac{K}{2}(a-r_2)^2 .$$

Setting $E'(a)=0$ gives $a=(3r_1+r_2)/4$. Vegard's average is $(r_1+r_2)/2$, so the crystal deviates from it by $(r_1-r_2)/4$, towards the stiffer compound. If $r_1\neq r_2$, neither species has its preferred size, and the energy left over is $3K(r_1-r_2)^2/16$.

The same two effects are derived below for any finite number of species, under the assumption that each species contributes a harmonic energy depending only on the shared $a$.

## Species, stiffnesses and the shared lattice parameter

The species are labelled by a finite type `ι`. Species $i$ has fraction $c_i$, stiffness $K_i$ and preferred lattice parameter $r_i$, all real numbers. The letter $r$ denotes a lattice parameter here, not an ionic radius.

```lean
import Mathlib

open Finset

namespace MixedLanthanideSolidSolution

noncomputable section

variable {ι : Type*} [Fintype ι]
```

The constant $K_i$ is the curvature $d^2E/da^2$ of the energy of pure compound $i$ at its minimum. Taking it positive means that the pure compound is stable against uniform expansion and compression. The mean stiffness is

$$M=\sum_i c_iK_i .$$

```lean
/-- Mean stiffness of a solid solution with fractions `c` and species stiffnesses `K`. -/
def stiffness (c K : ι → ℝ) : ℝ := ∑ i, c i * K i
```

The strain energy adds the parabolas of the species, all evaluated at the same $a$:

$$E(a)=\sum_i \frac{c_iK_i(a-r_i)^2}{2}.$$

This is the physical assumption of the model. In a real mixed crystal the atoms also move within the cell, so that bonds around large and small ions differ in length, and unlike neighbours interact chemically. The energy above leaves out both effects, as well as the anharmonic part of each compound's energy curve.

```lean
/-- Harmonic strain energy when all species, with preferred lattice parameters `r`,
share the common lattice parameter `a`. -/
def strainEnergy (c K r : ι → ℝ) (a : ℝ) : ℝ := ∑ i, c i * K i * (a - r i) ^ 2 / 2
```

Vegard's average, which weights by composition alone, is

$$V=\sum_i c_ir_i .$$

```lean
/-- Vegard's average: the preferred lattice parameters weighted by composition. -/
def vegard (c r : ι → ℝ) : ℝ := ∑ i, c i * r i
```

The candidate for the equilibrium weights by stiffness as well:

$$a^*=\frac{1}{M}\sum_i c_iK_ir_i .$$

This is only a definition; that $a^*$ minimises the energy is proved below.

```lean
/-- The average of the preferred lattice parameters weighted by composition and stiffness,
for nonzero mean stiffness. -/
def relaxed (c K r : ι → ℝ) : ℝ := (∑ i, c i * K i * r i) / stiffness c K
```

## A unique minimum at the balance of forces

The fractions are nonnegative and sum to one, so at least one is positive; otherwise the sum would be at most zero. That species contributes $c_iK_i>0$ to $M$, and the others contribute nothing negative. Hence $M>0$.

```lean
/-- The mean stiffness is positive if the fractions are nonnegative and sum to one and
every species has positive stiffness. -/
theorem stiffness_pos {c K : ι → ℝ} (hc : ∀ i, 0 ≤ c i) (hsum : ∑ i, c i = 1)
    (hK : ∀ i, 0 < K i) : 0 < stiffness c K := by
  -- some species is present
  obtain ⟨i, hi⟩ : ∃ i, 0 < c i := by
    by_contra h
    push Not at h
    have h0 : ∑ i, c i ≤ 0 := Finset.sum_nonpos (fun i _ => h i)
    linarith
  exact Finset.sum_pos' (fun k _ => mul_nonneg (hc k) (hK k).le)
    ⟨i, Finset.mem_univ i, mul_pos hi (hK i)⟩
```

The derivative of the energy is $E'(a)=\sum_i c_iK_i(a-r_i)=Ma-\sum_i c_iK_ir_i$. It vanishes at $a^*$, where

$$Ma^*=\sum_i c_iK_ir_i .$$

Lean states this balance as an algebraic identity, without a derivative.

```lean
/-- Force balance: for nonzero mean stiffness, the elastic forces of the species cancel
at the relaxed lattice parameter. -/
theorem force_balance {c K : ι → ℝ} (r : ι → ℝ) (hM : stiffness c K ≠ 0) :
    stiffness c K * relaxed c K r = ∑ i, c i * K i * r i := by
  unfold relaxed
  exact mul_div_cancel₀ _ hM
```

Expanding each square and collecting powers of $a$ gives

$$E(a)=\frac{M}{2}a^2-\Big(\sum_i c_iK_ir_i\Big)a+\frac12\sum_i c_iK_ir_i^2 .$$

The proof gathers the right-hand side into one sum and compares it with the left term by term.

```lean
/-- The strain energy is a quadratic polynomial in the common lattice parameter. -/
theorem strainEnergy_expand (c K r : ι → ℝ) (a : ℝ) :
    strainEnergy c K r a = stiffness c K * a ^ 2 / 2 - (∑ i, c i * K i * r i) * a
      + (∑ i, c i * K i * r i ^ 2) / 2 := by
  simp only [strainEnergy, stiffness, Finset.sum_mul, Finset.sum_div,
    ← Finset.sum_sub_distrib, ← Finset.sum_add_distrib]
  refine Finset.sum_congr rfl fun i _ => ?_
  ring
```

Replace the linear coefficient by $Ma^*$ and subtract the same expression at $a^*$:

$$E(a)-E(a^*)=\frac M2\left(a^2-2aa^*+a^{*2}\right)=\frac M2(a-a^*)^2 .$$

For $M>0$ and $a\neq a^*$ this is strictly positive, so $a^*$ is the only minimiser among all real $a$. The identity is `hsq` in the proof.

```lean
/-- For positive mean stiffness, every lattice parameter other than the relaxed one has
a strictly higher strain energy. -/
theorem relaxed_unique_minimum {c K : ι → ℝ} (r : ι → ℝ) (hM : 0 < stiffness c K)
    {a : ℝ} (ha : a ≠ relaxed c K r) :
    strainEnergy c K r (relaxed c K r) < strainEnergy c K r a := by
  -- complete the square around the relaxed lattice parameter
  have hsq : strainEnergy c K r a = strainEnergy c K r (relaxed c K r)
      + stiffness c K / 2 * (a - relaxed c K r) ^ 2 := by
    rw [strainEnergy_expand, strainEnergy_expand, ← force_balance r hM.ne']
    ring
  have h2 : 0 < (a - relaxed c K r) ^ 2 :=
    lt_of_le_of_ne (sq_nonneg _) (Ne.symm (pow_ne_zero 2 (sub_ne_zero.mpr ha)))
  have h3 := mul_pos (half_pos hM) h2
  linarith
```

## Deviation from Vegard's average

Multiply out the product of mismatches and sum over ordered pairs, using $\sum_i c_i=1$:

$$\sum_{i,j}c_ic_j(K_i-K_j)(r_i-r_j)=2\sum_i c_iK_ir_i-2MV=2M(a^*-V).$$

Therefore

$$a^*-V=\frac{1}{2M}\sum_{i,j}c_ic_j(K_i-K_j)(r_i-r_j).$$

Each unordered pair occurs twice, and terms with $i=j$ vanish. A deviation requires species that differ in both stiffness and size. In the proof, `hpair` turns the double sum into products of single sums, and the force balance supplies the last equality.

```lean
/-- Deviation from Vegard's average for any number of species, with fractions summing to
one and nonzero mean stiffness: a sum over pairs of stiffness and size mismatches. -/
theorem relaxed_sub_vegard {c K : ι → ℝ} (r : ι → ℝ) (hsum : ∑ i, c i = 1)
    (hM : stiffness c K ≠ 0) :
    relaxed c K r - vegard c r =
      (∑ i, ∑ j, c i * c j * ((K i - K j) * (r i - r j))) / (2 * stiffness c K) := by
  -- the pair sum factors into products of single sums
  have hpair : ∑ i, ∑ j, c i * c j * ((K i - K j) * (r i - r j)) =
      (∑ i, c i * K i * r i) * (∑ i, c i) - stiffness c K * vegard c r
        - vegard c r * stiffness c K + (∑ i, c i) * (∑ i, c i * K i * r i) := by
    simp only [stiffness, vegard, Finset.sum_mul_sum, ← Finset.sum_sub_distrib,
      ← Finset.sum_add_distrib]
    refine Finset.sum_congr rfl fun i _ => Finset.sum_congr rfl fun j _ => ?_
    ring
  rw [eq_div_iff (mul_ne_zero two_ne_zero hM), hpair, hsum]
  linear_combination 2 * force_balance r hM
```

## Strain energy that remains

Write $S=\sum_i c_iK_ir_i$ and $Q=\sum_i c_iK_ir_i^2$. Inserting $a^*=S/M$ into the expanded energy gives

$$E(a^*)=\frac{S^2}{2M}-\frac{S^2}{M}+\frac Q2=\frac{MQ-S^2}{2M}.$$

The matching pair sum is

$$\sum_{i,j}c_ic_jK_iK_j(r_i-r_j)^2=MQ-2S^2+QM=2(MQ-S^2),$$

so that

$$E(a^*)=\frac{1}{4M}\sum_{i,j}c_ic_jK_iK_j(r_i-r_j)^2 .$$

Differences in stiffness are not needed for this energy; differences in size are.

```lean
/-- Strain energy left at the relaxed lattice parameter, for nonzero mean stiffness:
a sum over pairs of squared size mismatches. -/
theorem residual_energy {c K : ι → ℝ} (r : ι → ℝ) (hM : stiffness c K ≠ 0) :
    strainEnergy c K r (relaxed c K r) =
      (∑ i, ∑ j, c i * c j * (K i * K j) * (r i - r j) ^ 2) / (4 * stiffness c K) := by
  have hpair : ∑ i, ∑ j, c i * c j * (K i * K j) * (r i - r j) ^ 2 =
      (∑ i, c i * K i * r i ^ 2) * stiffness c K
        - (∑ i, c i * K i * r i) * (∑ i, c i * K i * r i)
        - (∑ i, c i * K i * r i) * (∑ i, c i * K i * r i)
        + stiffness c K * (∑ i, c i * K i * r i ^ 2) := by
    simp only [stiffness, Finset.sum_mul_sum, ← Finset.sum_sub_distrib,
      ← Finset.sum_add_distrib]
    refine Finset.sum_congr rfl fun i _ => Finset.sum_congr rfl fun j _ => ?_
    ring
  rw [eq_div_iff (mul_ne_zero four_ne_zero hM), hpair, strainEnergy_expand,
    ← force_balance r hM]
  ring
```

When is it positive? If all species present have the same $r$, every pair term vanishes, either through a zero fraction or through $r_i-r_j=0$, and $E(a^*)=0$. Conversely, suppose that species $i$ and $j$ are both present and $r_i\neq r_j$. Then $a^*$ cannot equal both values. At least one of the two species is strained and contributes a positive term, while no term of $E$ is negative. The statement `key` expresses that one strained species is enough.

```lean
/-- For nonnegative fractions summing to one and positive stiffnesses, the relaxed solid
solution stores strain energy exactly when two species present differ in size. -/
theorem residual_energy_pos_iff {c K : ι → ℝ} (r : ι → ℝ) (hc : ∀ i, 0 ≤ c i)
    (hsum : ∑ i, c i = 1) (hK : ∀ i, 0 < K i) :
    0 < strainEnergy c K r (relaxed c K r) ↔
      ∃ i j, 0 < c i ∧ 0 < c j ∧ r i ≠ r j := by
  constructor
  · intro h
    by_contra hne
    -- without a size mismatch every pair term vanishes
    have hzero : ∑ i, ∑ j, c i * c j * (K i * K j) * (r i - r j) ^ 2 = 0 := by
      refine Finset.sum_eq_zero fun i _ => Finset.sum_eq_zero fun j _ => ?_
      rcases (hc i).eq_or_lt with hi | hi
      · rw [← hi]; ring
      rcases (hc j).eq_or_lt with hj | hj
      · rw [← hj]; ring
      have hr : r i = r j := by
        by_contra hij
        exact hne ⟨i, j, hi, hj, hij⟩
      rw [hr]; ring
    rw [residual_energy r (stiffness_pos hc hsum hK).ne', hzero, zero_div] at h
    exact lt_irrefl _ h
  · rintro ⟨i, j, hi, hj, hij⟩
    -- a single strained species suffices
    have key : ∀ k, 0 < c k → relaxed c K r ≠ r k →
        0 < strainEnergy c K r (relaxed c K r) := by
      intro k hk hne
      have h2 : 0 < (relaxed c K r - r k) ^ 2 :=
        lt_of_le_of_ne (sq_nonneg _) (Ne.symm (pow_ne_zero 2 (sub_ne_zero.mpr hne)))
      exact Finset.sum_pos'
        (fun l _ => div_nonneg (mul_nonneg (mul_nonneg (hc l) (hK l).le) (sq_nonneg _))
          zero_le_two)
        ⟨k, Finset.mem_univ k, div_pos (mul_pos (mul_pos hk (hK k)) h2) two_pos⟩
    by_cases h : relaxed c K r = r i
    · exact key j hj (fun h' => hij (h.symm.trans h'))
    · exact key i hi h
```

## When the lattice parameter stays at or below Vegard's average

Suppose that a species with larger $r$ is never stiffer than one with smaller $r$:

$$(K_i-K_j)(r_i-r_j)\le 0\quad\text{for all } i,j .$$

Every term in the deviation formula is then at most zero, and $a^*\le V$. The smaller, stiffer species pull the lattice inwards. This ordering, `hanti` in the code, is an assumption about the compounds and is not derived from the lanthanide contraction.

```lean
/-- If no larger species is stiffer than a smaller one, the relaxed lattice parameter does
not exceed Vegard's average (nonnegative fractions summing to one, positive stiffnesses). -/
theorem relaxed_le_vegard {c K r : ι → ℝ} (hc : ∀ i, 0 ≤ c i) (hsum : ∑ i, c i = 1)
    (hK : ∀ i, 0 < K i) (hanti : ∀ i j, (K i - K j) * (r i - r j) ≤ 0) :
    relaxed c K r ≤ vegard c r := by
  have hM := stiffness_pos hc hsum hK
  have hpair : ∑ i, ∑ j, c i * c j * ((K i - K j) * (r i - r j)) ≤ 0 :=
    Finset.sum_nonpos fun i _ => Finset.sum_nonpos fun j _ =>
      mul_nonpos_iff.mpr (Or.inl ⟨mul_nonneg (hc i) (hc j), hanti i j⟩)
  have h := div_nonpos_of_nonpos_of_nonneg hpair (mul_pos two_pos hM).le
  rw [← relaxed_sub_vegard r hsum hM.ne'] at h
  linarith
```

## Two components with fractions $x$ and $1-x$

For two species the energy is

$$E(a)=\frac{xK_1(a-r_1)^2}{2}+\frac{(1-x)K_2(a-r_2)^2}{2}.$$

```lean
/-- Strain energy of a two-component solid solution with fractions `x` and `1 - x`. -/
def binaryEnergy (x K₁ K₂ r₁ r₂ a : ℝ) : ℝ :=
  x * K₁ * (a - r₁) ^ 2 / 2 + (1 - x) * K₂ * (a - r₂) ^ 2 / 2
```

Now $M=xK_1+(1-x)K_2$ and $Ma^*=xK_1r_1+(1-x)K_2r_2$. Subtracting $M$ times Vegard's average leaves $x(1-x)(K_1-K_2)(r_1-r_2)$, hence

$$a^*-\big(xr_1+(1-x)r_2\big)=\frac{x(1-x)(K_1-K_2)(r_1-r_2)}{M}.$$

For the energy, expansion gives at every $a$

$$2M\,E(a)=\big(Ma-xK_1r_1-(1-x)K_2r_2\big)^2+x(1-x)K_1K_2(r_1-r_2)^2 .$$

The first square vanishes at $a^*$, so

$$E(a^*)=\frac{x(1-x)K_1K_2(r_1-r_2)^2}{2M}.$$

For $0<x<1$ and positive stiffnesses this is positive whenever $r_1\neq r_2$.

The theorem states that there is a number `a₀` with four properties: every other real $a$ has strictly higher energy, the deviation formula holds, the energy formula holds, and the energy is positive for unequal $r_1,r_2$. The proof takes `a₀` to be `relaxed` for the two-entry lists `![x, 1 - x]`, `![K₁, K₂]` and `![r₁, r₂]`. It obtains minimality from the general theorem and both formulas from the two-component force balance `hbal`. The multiplier of `hbal` in `hmin` is the bracket that is squared above.

```lean
/-- For `0 < x < 1` and positive stiffnesses, the two-component strain energy has a unique
minimiser, with the stated deviation from Vegard's average and the stated minimal energy, which is
positive for unequal preferred lattice parameters `r₁` and `r₂`. -/
theorem binary_solid_solution {x K₁ K₂ : ℝ} (r₁ r₂ : ℝ) (hx0 : 0 < x) (hx1 : x < 1)
    (hK₁ : 0 < K₁) (hK₂ : 0 < K₂) :
    ∃ a₀ : ℝ,
      (∀ a, a ≠ a₀ → binaryEnergy x K₁ K₂ r₁ r₂ a₀ < binaryEnergy x K₁ K₂ r₁ r₂ a) ∧
      a₀ - (x * r₁ + (1 - x) * r₂) =
        x * (1 - x) * (K₁ - K₂) * (r₁ - r₂) / (x * K₁ + (1 - x) * K₂) ∧
      binaryEnergy x K₁ K₂ r₁ r₂ a₀ =
        x * (1 - x) * K₁ * K₂ * (r₁ - r₂) ^ 2 / (2 * (x * K₁ + (1 - x) * K₂)) ∧
      (r₁ ≠ r₂ → 0 < binaryEnergy x K₁ K₂ r₁ r₂ a₀) := by
  have hy : 0 < 1 - x := sub_pos.mpr hx1
  have hM : 0 < x * K₁ + (1 - x) * K₂ := add_pos (mul_pos hx0 hK₁) (mul_pos hy hK₂)
  have hS : stiffness ![x, 1 - x] ![K₁, K₂] = x * K₁ + (1 - x) * K₂ := by
    simp [stiffness, Fin.sum_univ_two]
  have hE : ∀ a, binaryEnergy x K₁ K₂ r₁ r₂ a =
      strainEnergy ![x, 1 - x] ![K₁, K₂] ![r₁, r₂] a := fun a => by
    simp [binaryEnergy, strainEnergy, Fin.sum_univ_two]
  have hSpos : 0 < stiffness ![x, 1 - x] ![K₁, K₂] := by rw [hS]; exact hM
  -- force balance for two components
  have h := force_balance ![r₁, r₂] hSpos.ne'
  rw [hS, Fin.sum_univ_two] at h
  have hbal : (x * K₁ + (1 - x) * K₂) * relaxed ![x, 1 - x] ![K₁, K₂] ![r₁, r₂] =
      x * K₁ * r₁ + (1 - x) * K₂ * r₂ := h
  have hmin : binaryEnergy x K₁ K₂ r₁ r₂ (relaxed ![x, 1 - x] ![K₁, K₂] ![r₁, r₂]) =
      x * (1 - x) * K₁ * K₂ * (r₁ - r₂) ^ 2 / (2 * (x * K₁ + (1 - x) * K₂)) := by
    rw [eq_div_iff (mul_pos two_pos hM).ne']
    unfold binaryEnergy
    linear_combination ((x * K₁ + (1 - x) * K₂) *
      relaxed ![x, 1 - x] ![K₁, K₂] ![r₁, r₂] - (x * K₁ * r₁ + (1 - x) * K₂ * r₂)) * hbal
  refine ⟨relaxed ![x, 1 - x] ![K₁, K₂] ![r₁, r₂], fun a ha => ?_, ?_, hmin, fun hr => ?_⟩
  · rw [hE, hE]
    exact relaxed_unique_minimum _ hSpos ha
  · rw [eq_div_iff hM.ne']
    linear_combination hbal
  · have h2 : 0 < (r₁ - r₂) ^ 2 :=
      lt_of_le_of_ne (sq_nonneg _) (Ne.symm (pow_ne_zero 2 (sub_ne_zero.mpr hr)))
    rw [hmin]
    exact div_pos (mul_pos (mul_pos (mul_pos (mul_pos hx0 hy) hK₁) hK₂) h2)
      (mul_pos two_pos hM)

end

end MixedLanthanideSolidSolution
```

```lean
#print axioms MixedLanthanideSolidSolution.residual_energy_pos_iff
#print axioms MixedLanthanideSolidSolution.relaxed_le_vegard
#print axioms MixedLanthanideSolidSolution.binary_solid_solution
```

```
'MixedLanthanideSolidSolution.residual_energy_pos_iff' depends on axioms: [propext, Classical.choice, Quot.sound]
'MixedLanthanideSolidSolution.relaxed_le_vegard' depends on axioms: [propext, Classical.choice, Quot.sound]
'MixedLanthanideSolidSolution.binary_solid_solution' depends on axioms: [propext, Classical.choice, Quot.sound]
```

## From energy curves of the pure compounds to the mixture

Within this harmonic model with one shared lattice parameter, density functional calculations on the pure compounds can supply every $r_i$ and $K_i$; the fractions $c_i$ are set by the chosen composition. One computes the total energy per formula unit at several lattice parameters, with the same relativistic treatment for each compound, and fits a parabola near the minimum. Its position is $r_i$ and its second derivative is $K_i$. If a bulk modulus $B_i$ is available instead, a cubic cell with $Z$ formula units has $K_i=9B_ir_i/Z$.

Take invented round values: $r_1=5.50$ Å, $r_2=5.40$ Å, $K_1=14$ eV/Å², $K_2=16$ eV/Å² and $x=1/2$. Then $M=15$ eV/Å² and Vegard's average is $5.45$ Å. The deviation is $-0.0033$ Å, and the residual energy is about $19$ meV per formula unit. The anharmonic terms that the parabolas omit can shift the lattice parameter by an amount comparable to this deviation, so the harmonic value alone is not a reliable prediction for a real crystal. The residual energy enters the mixing energy as its elastic part, measured from the composition-weighted energies of the pure compounds. A supercell calculation that also relaxes the atomic positions can lower its energy through displacements that this model leaves out.
